# The greatest eigenvalue of a two-component Hamiltonian in one basis function is half its trace plus half its level gap

The theorem concerns a two-component Hamiltonian in one basis function, a real symmetric 2 × 2 matrix with diagonal entries `x * v` and `x * w - 2 * c ^ 2` and coupling `c * p`. For positive `c` and `p` and any real `v`, `w` and `x`, it states that `upper`, half the trace plus half the gap between the levels, is the greatest real eigenvalue. Eigenvectors are real and need only be non-zero, not normalised. The attempt gives an explicit eigenvector for `upper`, then takes any eigenvalue `μ`, derives the secular equation by showing that the eigenvector would otherwise vanish, and bounds `μ` with the square root in `gap`.

An attempt in Lean 4 with a fault in it:

```lean
import Mathlib

open Matrix

namespace OneGaussianDKH

noncomputable section

/-- Two-component Hamiltonian in one basis function, with potential of strength `x`. -/
def dirac (c p v w x : ℝ) : Matrix (Fin 2) (Fin 2) ℝ :=
  !![x * v, c * p; c * p, x * w - 2 * c ^ 2]

/-- Distance between the two levels of the Hamiltonian. -/
def gap (c p v w x : ℝ) : ℝ := √((x * (v - w) + 2 * c ^ 2) ^ 2 + 4 * (c * p) ^ 2)

/-- Upper level: half the trace plus half the gap. -/
def upper (c p v w x : ℝ) : ℝ := (x * (v + w) - 2 * c ^ 2 + gap c p v w x) / 2

/-- `upper` is the greatest eigenvalue of the two-component Hamiltonian. -/
theorem upper_isGreatest {c p : ℝ} (hc : 0 < c) (hp : 0 < p) (v w x : ℝ) :
    IsGreatest {μ : ℝ | ∃ u : Fin 2 → ℝ, u ≠ 0 ∧ dirac c p v w x *ᵥ u = μ • u}
      (upper c p v w x) := by
  have hs : gap c p v w x ^ 2 = (x * (v - w) + 2 * c ^ 2) ^ 2 + 4 * (c * p) ^ 2 :=
    Real.sq_sqrt (by positivity)
  have hq : (upper c p v w x - x * v) * (upper c p v w x - (x * w - 2 * c ^ 2))
      = (c * p) ^ 2 := by
    unfold upper
    linear_combination hs / 4
  constructor
  · refine ⟨![c * p, upper c p v w x - x * v], fun h => ?_, ?_⟩
    · have h0 : c * p = 0 := congrFun h 0
      exact (mul_pos hc hp).ne' h0
    · funext i
      fin_cases i <;> simp [dirac, Matrix.mulVec, dotProduct, Fin.sum_univ_two]
      · ring
      · linear_combination -hq
  · rintro μ ⟨u, hu, h⟩
    have h0 := congrFun h 0
    have h1 := congrFun h 1
    simp [dirac, Matrix.mulVec, dotProduct, Fin.sum_univ_two] at h0 h1
    -- a non-zero eigenvector forces the secular equation
    have hμ : (μ - x * v) * (μ - (x * w - 2 * c ^ 2)) - (c * p) ^ 2 = 0 := by
      by_contra hne
      apply hu
      funext i
      fin_cases i
      · refine (mul_eq_zero.mp ?_).resolve_left hne
        linear_combination (-(μ - (x * w - 2 * c ^ 2))) * h0 - c * p * h1
      · refine (mul_eq_zero.mp ?_).resolve_left hne
        linear_combination (-(μ - x * v)) * h1 - c * p * h0
    have hle : 2 * μ - x * (v + w) + 2 * c ^ 2 ≤ gap c p v w x :=
      (le_abs_self _).trans (Real.abs_le_sqrt (le_of_eq (by linear_combination 4 * hμ)))
    unfold upper
    linarith

end

end OneGaussianDKH
```

The error:

```
Main.lean:48:8: error: ring failed, ring expressions not equal
c p : ℝ
hc : 0 < c
hp : 0 < p
v w x : ℝ
hs : gap c p v w x ^ 2 = (x * (v - w) + 2 * c ^ 2) ^ 2 + 4 * (c * p) ^ 2
hq : (upper c p v w x - x * v) * (upper c p v w x - (x * w - 2 * c ^ 2)) = (c * p) ^ 2
μ : ℝ
u : Fin 2 → ℝ
hu : u ≠ 0
h : dirac c p v w x *ᵥ u = μ • u
h0 : x * v * u 0 + c * p * u 1 = μ * u 0
h1 : c * p * u 0 + (x * w - 2 * c ^ 2) * u 1 = μ * u 1
hne : ¬(μ - x * v) * (μ - (x * w - 2 * c ^ 2)) - (c * p) ^ 2 = 0
⊢ -(μ * x * v * u ⟨0, ⋯⟩) + μ * x * v * u 0 - μ * x * w * u ⟨0, ⋯⟩ + μ * x * w * u 0 + μ * c ^ 2 * u ⟨0, ⋯⟩ * 2 -
                      μ * c ^ 2 * u 0 * 2 +
                    μ ^ 2 * u ⟨0, ⋯⟩ -
                  μ ^ 2 * u 0 -
                x * v * c ^ 2 * u ⟨0, ⋯⟩ * 2 +
              x * v * c ^ 2 * u 0 * 2 +
            x ^ 2 * v * w * u ⟨0, ⋯⟩ -
          x ^ 2 * v * w * u 0 -
        c ^ 2 * p ^ 2 * u ⟨0, ⋯⟩ +
      c ^ 2 * p ^ 2 * u 0 =
    0
Main.lean:50:8: error: ring failed, ring expressions not equal
c p : ℝ
hc : 0 < c
hp : 0 < p
v w x : ℝ
hs : gap c p v w x ^ 2 = (x * (v - w) + 2 * c ^ 2) ^ 2 + 4 * (c * p) ^ 2
hq : (upper c p v w x - x * v) * (upper c p v w x - (x * w - 2 * c ^ 2)) = (c * p) ^ 2
μ : ℝ
u : Fin 2 → ℝ
hu : u ≠ 0
h : dirac c p v w x *ᵥ u = μ • u
h0 : x * v * u 0 + c * p * u 1 = μ * u 0
h1 : c * p * u 0 + (x * w - 2 * c ^ 2) * u 1 = μ * u 1
hne : ¬(μ - x * v) * (μ - (x * w - 2 * c ^ 2)) - (c * p) ^ 2 = 0
⊢ -(μ * x * v * u ⟨1, ⋯⟩) + μ * x * v * u 1 - μ * x * w * u ⟨1, ⋯⟩ + μ * x * w * u 1 + μ * c ^ 2 * u ⟨1, ⋯⟩ * 2 -
                      μ * c ^ 2 * u 1 * 2 +
                    μ ^ 2 * u ⟨1, ⋯⟩ -
                  μ ^ 2 * u 1 -
                x * v * c ^ 2 * u ⟨1, ⋯⟩ * 2 +
              x * v * c ^ 2 * u 1 * 2 +
            x ^ 2 * v * w * u ⟨1, ⋯⟩ -
          x ^ 2 * v * w * u 1 -
        c ^ 2 * p ^ 2 * u ⟨1, ⋯⟩ +
      c ^ 2 * p ^ 2 * u 1 =
    0
```

Diagnosis. Both errors come from the step showing that the eigenvector vanishes if the secular equation fails. Each says that `ring`, called by `linear_combination`, could not reduce the remaining expression to zero.

After `fin_cases i`, the goals speak of `u ⟨0, ⋯⟩` and `u ⟨1, ⋯⟩`, while `h0` and `h1` speak of `u 0` and `u 1`. These are equal by definition, but `ring` does not unfold the indices far enough to see it, and treats the two spellings as unrelated quantities. The algebra itself is right: in each message the terms cancel in pairs once the spellings are identified.

The repair proves `k0 : u 0 = 0` and `k1 : u 1 = 0` before the case split, with the same linear combinations. Goal and hypotheses now share one spelling, so `ring` succeeds. After `fin_cases i`, `exact k0` and `exact k1` close the two goals, because `exact` accepts a statement that matches the goal up to definitional equality.

As a diff, the version that Lean accepts:

```diff
@@ -42,11 +42,15 @@
     have hμ : (μ - x * v) * (μ - (x * w - 2 * c ^ 2)) - (c * p) ^ 2 = 0 := by
       by_contra hne
+      have k0 : u 0 = 0 := by
+        refine (mul_eq_zero.mp ?_).resolve_left hne
+        linear_combination (-(μ - (x * w - 2 * c ^ 2))) * h0 - c * p * h1
+      have k1 : u 1 = 0 := by
+        refine (mul_eq_zero.mp ?_).resolve_left hne
+        linear_combination (-(μ - x * v)) * h1 - c * p * h0
       apply hu
       funext i
       fin_cases i
-      · refine (mul_eq_zero.mp ?_).resolve_left hne
-        linear_combination (-(μ - (x * w - 2 * c ^ 2))) * h0 - c * p * h1
-      · refine (mul_eq_zero.mp ?_).resolve_left hne
-        linear_combination (-(μ - x * v)) * h1 - c * p * h0
+      · exact k0
+      · exact k1
     have hle : 2 * μ - x * (v + w) + 2 * c ^ 2 ≤ gap c p v w x :=
       (le_abs_self _).trans (Real.abs_le_sqrt (le_of_eq (by linear_combination 4 * hμ)))
```
